# The quantum geometric tensor of a differentiable normalized state is gauge invariant and gives the infidelity to second order

Differentiate an eigenvector \(u(k)\) with respect to a parameter, take the squared norm, and the result depends on the phase convention. Multiplying \(u\) by a smooth, parameter-dependent phase can change the number without changing the physical state. If a diagonalization routine returns unrelated phases at neighbouring points, the difference quotient need not converge at all. A squared norm computed this way is in general not the quantum metric.

## The tensor, its imaginary part and its diagonal

Let \(u\) map a real parameter space, such as \(\mathbb R^d\), to unit vectors in a complex inner-product space, with \(\langle\cdot,\cdot\rangle\) conjugate-linear in the first slot. Write \(\partial_a u\) for the derivative at \(k\) along \(a\), and \(Qx = x-\langle u,x\rangle u\). Define

\[
T(a,b)=\langle\partial_a u,Q\,\partial_b u\rangle,\qquad
A_a=i\langle u,\partial_a u\rangle,\qquad
\Omega_{ab}=\partial_aA_b-\partial_bA_a .
\]

For differentiable \(u\) and differentiable real \(\theta\), \(T\) is unchanged under \(u\to e^{i\theta}u\), and

\[
\operatorname{Im}T(a,b)=\operatorname{Im}\langle\partial_a u,\partial_b u\rangle,\qquad
\lim_{t\to0}\frac{1-|\langle u(k),u(k+ta)\rangle|^2}{t^2}=T(a,a).
\]

If the first derivative of \(u\) is itself differentiable at \(k\), then \(\operatorname{Im}T(a,b)=-\Omega_{ab}/2\). With the metric \(g_{ab}=\operatorname{Re}T(a,b)\), also

\[
g_{ab}^2+|\Omega_{ab}|^2/4\le g_{aa}g_{bb}.
\]

## Overlaps in a band-structure code

For a single isolated band, a code can diagonalize at \(k\) and \(k+ta\), form the overlap of the cell-periodic eigenvectors, and divide the infidelity by \(t^2\). Only the modulus of the overlap enters, so the phases chosen by the eigensolver drop out. Off-diagonal entries follow from \(2g_{ab}=g_{a+b,a+b}-g_{aa}-g_{bb}\).

Write \(\psi\) and \(\phi\) for the normalized eigenvectors at \(k\) and \(k+ta\). At small \(t\), and for \(g_{aa}>0\), \(1-|\langle\psi,\phi\rangle|^2\) subtracts nearly equal numbers, with relative rounding error of order \(\varepsilon/t^2\) at machine precision \(\varepsilon\). The equal quantity \(\|\phi-\langle\psi,\phi\rangle\psi\|^2\) reduces this to order \(\varepsilon/t\).

## From the projector to the limit

**Projection.** Since \(\langle u,Qy\rangle=0\), we have \(\langle Qx,Qy\rangle=\langle x,Qy\rangle\). Hence \(T(a,b)=\langle Q\partial_a u,Q\partial_b u\rangle\).

**Gauge change.** Let \(u'=e^{i\theta}u\), with projector \(Q'\). The product rule gives
\[
\partial_c u'=e^{i\theta}\bigl(\partial_c u+i(\partial_c\theta)u\bigr).
\]
The extra term lies along the state, so \(Q'\partial_c u'=e^{i\theta}Q\partial_c u\). In \(T\) the phases multiply to \(e^{-i\theta}e^{i\theta}=1\).

**Imaginary part.** Differentiating \(\langle u,u\rangle=1\) gives \(\langle\partial_c u,u\rangle+\langle u,\partial_c u\rangle=0\), so \(\langle u,\partial_c u\rangle=-iA_c\) with \(A_c\) real. Therefore
\[
T(a,b)=\langle\partial_a u,\partial_b u\rangle-\langle\partial_a u,u\rangle\langle u,\partial_b u\rangle
=\langle\partial_a u,\partial_b u\rangle-A_aA_b,
\]
and the subtracted term is real.

**Curvature.** From \(\partial_aA_b=i(\langle u,\partial_a\partial_b u\rangle+\langle\partial_a u,\partial_b u\rangle)\), the symmetric second derivatives cancel in the curl:
\[
\Omega_{ab}=i\bigl(\langle\partial_a u,\partial_b u\rangle-\langle\partial_b u,\partial_a u\rangle\bigr)=-2\operatorname{Im}\langle\partial_a u,\partial_b u\rangle .
\]

**Infidelity.** For unit vectors \(\psi,\phi\), with \(Q\) now built from \(\psi\), \(\|Q\phi\|^2=\langle\phi,Q\phi\rangle=1-|\langle\psi,\phi\rangle|^2\). Take \(\psi=u(k)\) and \(\phi=u(k+ta)\). Because \(Qu(k)=0\),
\[
\frac{1-|\langle u(k),u(k+ta)\rangle|^2}{t^2}=\left\|Q\,\frac{u(k+ta)-u(k)}{t}\right\|^2\longrightarrow\|Q\partial_a u\|^2=T(a,a).
\]

**Inequality.** Cauchy–Schwarz gives \(|T(a,b)|^2\le T(a,a)T(b,b)\). The left side is \(g_{ab}^2+\Omega_{ab}^2/4\), since \(\Omega_{ab}\) is real.

### A two-level state at \(x=\pi/4\), \(y=0\)

Take \(u(x,y)=(\cos x,\;e^{iy}\sin x)\). At this point \(\partial_xu=(-1,1)/\sqrt2\), \(\partial_yu=(0,i)/\sqrt2\), \(\langle u,\partial_xu\rangle=0\) and \(\langle u,\partial_yu\rangle=i/2\). Thus
\[
T_{xx}=1,\quad T_{yy}=\tfrac12-\tfrac14=\tfrac14,\quad T_{xy}=\tfrac i2,\quad \Omega_{xy}=-1,
\]
and the inequality is an equality. Along \(x\) with \(t=0.1\), the infidelity quotient is \(\sin^2(0.1)/0.01\approx0.9967\).

After multiplying \(u\) by \(e^{iy}\), \(\|\partial_yu\|^2\) jumps from \(1/2\) to \(5/2\), while \(T_{yy}=5/2-9/4=1/4\) stays put.

## The Lean file

```lean
import Mathlib

open Filter Topology
open scoped InnerProductSpace

noncomputable section

namespace QuantumMetric

variable {V E : Type*} [NormedAddCommGroup V] [NormedSpace ℝ V]
  [NormedAddCommGroup E] [InnerProductSpace ℂ E]

/-- The operator `Q = 1 - |ψ⟩⟨ψ|` applied to `x`. -/
def offState (ψ x : E) : E := x - ⟪ψ, x⟫_ℂ • ψ

/-- The quantum geometric tensor `T(a,b) = ⟨∂a u, Q ∂b u⟩` at the parameter `k`. -/
def geomTensor (u : V → E) (k a b : V) : ℂ :=
  ⟪fderiv ℝ u k a, offState (u k) (fderiv ℝ u k b)⟫_ℂ

/-- The quantum metric, the real part of the quantum geometric tensor. -/
def metric (u : V → E) (k a b : V) : ℝ := (geomTensor u k a b).re

/-- The Berry connection `A_a = i ⟨u, ∂a u⟩`. -/
def berryConnection (u : V → E) (k a : V) : ℂ :=
  Complex.I * ⟪u k, fderiv ℝ u k a⟫_ℂ

/-- The Berry curvature `Ω_ab = ∂a A_b - ∂b A_a`. -/
def berryCurvature (u : V → E) (k a b : V) : ℂ :=
  fderiv ℝ (fun q => berryConnection u q b) k a
    - fderiv ℝ (fun q => berryConnection u q a) k b

/-- The gauge transformation `u → exp(iθ) u` with a parameter-dependent phase. -/
def gauge (θ : V → ℝ) (u : V → E) : V → E :=
  fun q => Complex.exp (Complex.I * (θ q : ℂ)) • u q

/-- A state of unit norm has overlap one with itself. -/
theorem inner_self_one {ψ : E} (h : ‖ψ‖ = 1) : ⟪ψ, ψ⟫_ℂ = 1 := by
  rw [inner_self_eq_norm_sq_to_K, h]
  simp

/-- For a normalized state, `Q` is an orthogonal projector: `⟨Qx, Qy⟩ = ⟨x, Qy⟩`. -/
theorem inner_offState_offState {ψ : E} (h : ‖ψ‖ = 1) (x y : E) :
    ⟪offState ψ x, offState ψ y⟫_ℂ = ⟪x, offState ψ y⟫_ℂ := by
  have h0 : ⟪ψ, offState ψ y⟫_ℂ = 0 := by
    unfold offState
    rw [inner_sub_right, inner_smul_right, inner_self_one h, mul_one, sub_self]
  change ⟪x - ⟪ψ, x⟫_ℂ • ψ, offState ψ y⟫_ℂ = _
  rw [inner_sub_left, inner_smul_left, h0, mul_zero, sub_zero]

/-- When a normalized state is multiplied by a phase `e`, and a vector `x` is shifted along the
state and multiplied by `e`, the projected vector is only multiplied by `e`. -/
theorem offState_phase {ψ : E} {e : ℂ} (he : ‖e‖ = 1) (h : ‖ψ‖ = 1) (x : E) (c : ℂ) :
    offState (e • ψ) (e • (x + c • ψ)) = e • offState ψ x := by
  have hee : starRingEnd ℂ e * e = 1 := by
    rw [mul_comm, Complex.mul_conj, Complex.normSq_eq_norm_sq, he]
    norm_num
  have hi : ⟪e • ψ, e • (x + c • ψ)⟫_ℂ = ⟪ψ, x⟫_ℂ + c := by
    rw [inner_smul_left, inner_smul_right, inner_add_right, inner_smul_right,
      inner_self_one h]
    linear_combination (⟪ψ, x⟫_ℂ + c) * hee
  unfold offState
  rw [hi]
  module

/-- At a normalized state, the geometric tensor is the Gram matrix of the projected
derivatives. -/
theorem geomTensor_eq {u : V → E} {k : V} (h : ‖u k‖ = 1) (a b : V) :
    geomTensor u k a b =
      ⟪offState (u k) (fderiv ℝ u k a), offState (u k) (fderiv ℝ u k b)⟫_ℂ :=
  (inner_offState_offState h _ _).symm

/-- The geometric tensor of a normalized differentiable state is unchanged under
`u → exp(iθ) u` for every differentiable real phase `θ`. -/
theorem geomTensor_gauge {u : V → E} {θ : V → ℝ} {k : V} (hk : ‖u k‖ = 1)
    (hu : DifferentiableAt ℝ u k) (hθ : DifferentiableAt ℝ θ k) (a b : V) :
    geomTensor (gauge θ u) k a b = geomTensor u k a b := by
  have he : ‖Complex.exp (Complex.I * (θ k : ℂ))‖ = 1 := by
    rw [mul_comm]
    exact Complex.norm_exp_ofReal_mul_I _
  have hk' : ‖gauge θ u k‖ = 1 := by
    change ‖Complex.exp (Complex.I * (θ k : ℂ)) • u k‖ = 1
    rw [norm_smul, he, hk, one_mul]
  -- the product rule shifts the derivative along the state
  have hd : ∀ c, fderiv ℝ (gauge θ u) k c = Complex.exp (Complex.I * (θ k : ℂ)) •
      (fderiv ℝ u k c + (Complex.I * (fderiv ℝ θ k c : ℂ)) • u k) := by
    intro c
    have h1 : HasFDerivAt (fun q => (θ q : ℂ))
        (Complex.ofRealCLM.comp (fderiv ℝ θ k)) k :=
      Complex.ofRealCLM.hasFDerivAt.comp k hθ.hasFDerivAt
    have h2 := (h1.const_mul Complex.I).cexp
    have h3 : HasFDerivAt (gauge θ u) _ k := h2.smul hu.hasFDerivAt
    rw [h3.fderiv]
    simp [smul_add, smul_smul, mul_assoc]
  -- the projector removes this shift
  have hQ : ∀ c, offState (gauge θ u k) (fderiv ℝ (gauge θ u) k c) =
      Complex.exp (Complex.I * (θ k : ℂ)) • offState (u k) (fderiv ℝ u k c) := by
    intro c
    rw [hd c]
    exact offState_phase he hk _ _
  have hee : starRingEnd ℂ (Complex.exp (Complex.I * (θ k : ℂ))) *
      Complex.exp (Complex.I * (θ k : ℂ)) = 1 := by
    rw [mul_comm, Complex.mul_conj, Complex.normSq_eq_norm_sq, he]
    norm_num
  rw [geomTensor_eq hk', geomTensor_eq hk, hQ a, hQ b, inner_smul_left,
    inner_smul_right, ← mul_assoc, hee, one_mul]

/-- For a differentiable family of normalized states, `Im T(a,b) = Im ⟨∂a u, ∂b u⟩`. -/
theorem im_geomTensor {u : V → E} {k : V} (hn : ∀ q, ‖u q‖ = 1)
    (hu : DifferentiableAt ℝ u k) (a b : V) :
    (geomTensor u k a b).im = (⟪fderiv ℝ u k a, fderiv ℝ u k b⟫_ℂ).im := by
  -- differentiating the normalization makes the overlap with the derivative imaginary
  have hre : ∀ c, (⟪u k, fderiv ℝ u k c⟫_ℂ).re = 0 := by
    intro c
    have hc : (fun q => ⟪u q, u q⟫_ℂ) = fun _ => (1 : ℂ) :=
      funext fun q => inner_self_one (hn q)
    have h0 : ⟪u k, fderiv ℝ u k c⟫_ℂ + ⟪fderiv ℝ u k c, u k⟫_ℂ = 0 := by
      rw [← fderiv_inner_apply ℂ hu hu c, hc]
      simp
    rw [← inner_conj_symm (fderiv ℝ u k c) (u k)] at h0
    have h1 := congrArg Complex.re h0
    simp only [Complex.add_re, Complex.conj_re, Complex.zero_re] at h1
    linarith
  unfold geomTensor offState
  rw [inner_sub_right, inner_smul_right, ← inner_conj_symm (fderiv ℝ u k a) (u k)]
  simp only [Complex.sub_im, Complex.mul_im, Complex.conj_re, Complex.conj_im, hre]
  ring

/-- For a differentiable family of normalized states whose derivative is differentiable at `k`,
`Im T(a,b) = -Ω_ab / 2`. -/
theorem im_geomTensor_eq_curvature {u : V → E} {k : V} (hn : ∀ q, ‖u q‖ = 1)
    (hu : Differentiable ℝ u) (h2 : DifferentiableAt ℝ (fderiv ℝ u) k) (a b : V) :
    ((geomTensor u k a b).im : ℂ) = -berryCurvature u k a b / 2 := by
  have hA : ∀ a b, fderiv ℝ (fun q => berryConnection u q b) k a =
      Complex.I * (⟪u k, fderiv ℝ (fderiv ℝ u) k a b⟫_ℂ
        + ⟪fderiv ℝ u k a, fderiv ℝ u k b⟫_ℂ) := by
    intro a b
    have hb : HasFDerivAt (fun q => fderiv ℝ u q b)
        ((ContinuousLinearMap.apply ℝ E b).comp (fderiv ℝ (fderiv ℝ u) k)) k :=
      (ContinuousLinearMap.apply ℝ E b).hasFDerivAt.comp k h2.hasFDerivAt
    have hd : DifferentiableAt ℝ (fun q => ⟪u q, fderiv ℝ u q b⟫_ℂ) k :=
      (hu k).inner ℂ hb.differentiableAt
    change fderiv ℝ (fun q => Complex.I * ⟪u q, fderiv ℝ u q b⟫_ℂ) k a = _
    rw [(hd.hasFDerivAt.const_mul Complex.I).fderiv]
    change Complex.I * fderiv ℝ (fun q => ⟪u q, fderiv ℝ u q b⟫_ℂ) k a = _
    rw [fderiv_inner_apply ℂ (hu k) hb.differentiableAt, hb.fderiv]
    rfl
  -- mixed second derivatives agree and cancel in the curl
  have hs := second_derivative_symmetric (fun y => (hu y).hasFDerivAt) h2.hasFDerivAt a b
  unfold berryCurvature
  rw [hA a b, hA b a, hs, im_geomTensor hn (hu k),
    ← inner_conj_symm (fderiv ℝ u k b) (fderiv ℝ u k a)]
  generalize ⟪fderiv ℝ u k a, fderiv ℝ u k b⟫_ℂ = X
  have h := Complex.sub_conj X
  push_cast at h
  linear_combination (Complex.I / 2) * h + (X.im : ℂ) * Complex.I_sq

/-- The infidelity of two normalized states is the squared norm of the part of one that is
orthogonal to the other. -/
theorem infidelity_eq {ψ φ : E} (hψ : ‖ψ‖ = 1) (hφ : ‖φ‖ = 1) :
    1 - ‖⟪ψ, φ⟫_ℂ‖ ^ 2 = ‖offState ψ φ‖ ^ 2 := by
  have h : ⟪offState ψ φ, offState ψ φ⟫_ℂ =
      1 - ⟪ψ, φ⟫_ℂ * starRingEnd ℂ ⟪ψ, φ⟫_ℂ := by
    rw [inner_offState_offState hψ, offState, inner_sub_right, inner_smul_right,
      inner_self_one hφ, inner_conj_symm]
  have hn : (⟪offState ψ φ, offState ψ φ⟫_ℂ).re = ‖offState ψ φ‖ ^ 2 :=
    inner_self_eq_norm_sq (𝕜 := ℂ) _
  rw [← hn, h, Complex.mul_conj, Complex.normSq_eq_norm_sq, Complex.sub_re,
    Complex.one_re, Complex.ofReal_re]

/-- For normalized states differentiable at `k`, the infidelity between `u(k)` and `u(k + t a)`,
divided by `t²`, tends to `T(a,a)` as `t → 0`. -/
theorem infidelity_tendsto {u : V → E} {k : V} (hn : ∀ q, ‖u q‖ = 1)
    (hu : DifferentiableAt ℝ u k) (a : V) :
    Tendsto (fun t : ℝ => (((1 - ‖⟪u k, u (k + t • a)⟫_ℂ‖ ^ 2) / t ^ 2 : ℝ) : ℂ))
      (𝓝[≠] 0) (𝓝 (geomTensor u k a a)) := by
  have hs : Tendsto (fun t : ℝ => t⁻¹ • (u (k + t • a) - u k)) (𝓝[≠] 0)
      (𝓝 (fderiv ℝ u k a)) := by
    have h : HasDerivAt (fun t : ℝ => u (k + t • a)) (fderiv ℝ u k a) 0 :=
      hu.hasFDerivAt.hasLineDerivAt a
    simpa using hasDerivAt_iff_tendsto_slope_zero.1 h
  have hc : Continuous (fun x => offState (u k) x) := by
    unfold offState
    fun_prop
  have hl := ((hc.tendsto _).comp hs).norm.pow 2
  -- the infidelity quotient is the squared norm of the projected difference quotient
  have hreal : Tendsto (fun t : ℝ => (1 - ‖⟪u k, u (k + t • a)⟫_ℂ‖ ^ 2) / t ^ 2)
      (𝓝[≠] 0) (𝓝 (‖offState (u k) (fderiv ℝ u k a)‖ ^ 2)) := by
    refine hl.congr (fun t => ?_)
    have hr : ∀ x : E, t⁻¹ • x = ((t⁻¹ : ℝ) : ℂ) • x :=
      fun x => (Complex.coe_smul _ x).symm
    have hlin : offState (u k) (t⁻¹ • (u (k + t • a) - u k)) =
        t⁻¹ • offState (u k) (u (k + t • a)) := by
      rw [hr, hr]
      unfold offState
      rw [inner_smul_right, inner_sub_right, inner_self_one (hn k)]
      module
    change ‖offState (u k) (t⁻¹ • (u (k + t • a) - u k))‖ ^ 2 = _
    rw [hlin, infidelity_eq (hn k) (hn _), norm_smul, mul_pow, norm_inv,
      Real.norm_eq_abs, inv_pow, sq_abs, div_eq_inv_mul]
  have hT : geomTensor u k a a =
      ((‖offState (u k) (fderiv ℝ u k a)‖ ^ 2 : ℝ) : ℂ) := by
    rw [geomTensor_eq (hn k)]
    exact (inner_self_eq_norm_sq_to_K _).trans (Complex.ofReal_pow _ _).symm
  rw [hT]
  exact (Complex.continuous_ofReal.tendsto _).comp hreal

/-- For a differentiable family of normalized states whose derivative is differentiable at `k`,
metric and curvature obey `g_ab² + |Ω_ab|² / 4 ≤ g_aa g_bb`. -/
theorem metric_curvature_inequality {u : V → E} {k : V} (hn : ∀ q, ‖u q‖ = 1)
    (hu : Differentiable ℝ u) (h2 : DifferentiableAt ℝ (fderiv ℝ u) k) (a b : V) :
    metric u k a b ^ 2 + ‖berryCurvature u k a b‖ ^ 2 / 4 ≤
      metric u k a a * metric u k b b := by
  have h := im_geomTensor_eq_curvature hn hu h2 a b
  have hΩ : berryCurvature u k a b = ((-2 * (geomTensor u k a b).im : ℝ) : ℂ) := by
    push_cast
    linear_combination 2 * h
  have hd : ∀ c, metric u k c c = ‖offState (u k) (fderiv ℝ u k c)‖ ^ 2 := by
    intro c
    unfold metric
    rw [geomTensor_eq (hn k)]
    exact inner_self_eq_norm_sq (𝕜 := ℂ) _
  -- Cauchy-Schwarz for the projected derivatives
  have hsq : ‖geomTensor u k a b‖ ^ 2 ≤ (‖offState (u k) (fderiv ℝ u k a)‖ *
      ‖offState (u k) (fderiv ℝ u k b)‖) ^ 2 := by
    rw [geomTensor_eq (hn k)]
    exact pow_le_pow_left₀ (norm_nonneg _) (norm_inner_le_norm _ _) 2
  rw [Complex.sq_norm, Complex.normSq_apply] at hsq
  rw [hd a, hd b, hΩ, Complex.norm_real, Real.norm_eq_abs, sq_abs]
  unfold metric
  nlinarith [hsq]

end QuantumMetric

end
```

```lean
#print axioms QuantumMetric.geomTensor_gauge
#print axioms QuantumMetric.infidelity_tendsto
#print axioms QuantumMetric.metric_curvature_inequality
```

```
'QuantumMetric.geomTensor_gauge' depends on axioms: [propext, Classical.choice, Quot.sound]
'QuantumMetric.infidelity_tendsto' depends on axioms: [propext, Classical.choice, Quot.sound]
'QuantumMetric.metric_curvature_inequality' depends on axioms: [propext, Classical.choice, Quot.sound]
```

## Hypotheses, conventions and limits

`V` is the parameter space and `E` the state space; neither has to be finite-dimensional. `fderiv ℝ u k a` is \(\partial_a u\), `offState (u k)` is \(Q\), and `geomTensor`, `metric`, `berryConnection` and `berryCurvature` are \(T\), \(g\), \(A\) and \(\Omega\). A code that defines \(A\) with the opposite sign gets the opposite \(\Omega\).

The hypotheses differ between theorems:

- `geomTensor_gauge` assumes normalization and differentiability only at `k`.
- `im_geomTensor` and `infidelity_tendsto` assume normalization everywhere and differentiability at `k`. The filter `𝓝[≠] 0` means \(t\to0\) with \(t\ne0\).
- `im_geomTensor_eq_curvature` and `metric_curvature_inequality` assume normalization everywhere, `u` differentiable everywhere and `fderiv ℝ u` differentiable at `k`.

Differentiability is assumed, not derived from a Hamiltonian, and may fail at a band crossing. Degenerate multiplets, where the phase freedom becomes a unitary matrix, are not treated. The limit comes with no convergence rate or floating-point bound. The metric is the Fubini–Study metric pulled back to parameter space, in the normalization fixed by this limit; it may vanish in some directions, and the file does not construct projective space.

## Lemmas behind the five results

`inner_self_one` and `inner_offState_offState` supply the projector algebra, and `geomTensor_eq` rewrites \(T\) as a Gram matrix. In `geomTensor_gauge`, `hd` is the product rule and `hQ` removes the shift along the state through `offState_phase`.

In `im_geomTensor`, `hre` differentiates the normalization. In the curvature proof, `hA` computes \(\partial_aA_b\), `second_derivative_symmetric` cancels the mixed derivatives, and `linear_combination` finishes the complex algebra.

`infidelity_eq` is the unit-vector identity. `infidelity_tendsto` combines it with convergence of the difference quotient (`hs`) and continuity of the projection (`hc`); `hlin` uses \(Qu(k)=0\). The final inequality applies `norm_inner_le_norm`, which is Cauchy–Schwarz, to the projected derivatives.
